# McWeeny purification of an occupation between 1/2 and 1: geometric escape from 1/2, then quadratic convergence

Purification acts on a density matrix, but its speed is decided by single occupation numbers, so the iteration is used here for both. Here the McWeeny map $P\mapsto 3P^2-2P^3$ is defined in an arbitrary ring. The same definition `purified` then applies to a real square matrix and to a real number, and the convergence analysis is done for the number.

Write $x_n$ for the $n$-th iterate of the occupation $x_0=\tfrac12+d_0$, and $d_n=x_n-\tfrac12$ for its signed distance from one half. In the code the initial distance $d_0$ is `d`, $x_n$ is `purified (1 / 2 + d) n`, and $d_n$ is `gap d n`.

If the initial matrix is a decreasing linear function of a fixed one-particle Hamiltonian that sends the chemical potential to $\tfrac12$, then $d_0$ is proportional to the depth of the level below the chemical potential. A small energy gap around the chemical potential means a small $d_0$ for the highest occupied level. In exact arithmetic and for such a non-interacting problem, the result says that a small gap costs a number of iterations logarithmic in $1/d_0$. Truncation of small matrix elements, the search for the chemical potential and self-consistency are not modelled.

In Lean 4 with Mathlib:

```lean
import Mathlib

open Matrix

namespace McWeenyGapOpening

noncomputable section

/-- The `n`-th McWeeny iterate of `P` under `P ↦ 3P² - 2P³`, for a density matrix or for a
single occupation number. -/
def purified {R : Type*} [Ring R] (P : R) (n : ℕ) : R :=
  (fun Q : R => 3 * Q ^ 2 - 2 * Q ^ 3)^[n] P

/-- The signed distance of the `n`-th iterate from `1/2`, for the initial occupation `1/2 + d`. -/
def gap (d : ℝ) (n : ℕ) : ℝ := purified (1 / 2 + d) n - 1 / 2

/-- One McWeeny step sends the current iterate `Q` to `3Q² - 2Q³`. -/
theorem purified_succ {R : Type*} [Ring R] (P : R) (n : ℕ) :
    purified P (n + 1) = 3 * purified P n ^ 2 - 2 * purified P n ^ 3 :=
  Function.iterate_succ_apply' _ n P
```

## `P *ᵥ v = x • v`: a level of the initial matrix

Physically, $v$ is an orbital in a finite orthonormal basis and $x$ is its initial occupation. The hypothesis is what allows a matrix iteration to be replaced by a scalar one. If $Qv=yv$, then $Q^2v=Q(yv)=y^2v$ and $Q^3v=Q^2(yv)=y^3v$, hence
$$(3Q^2-2Q^3)v=(3y^2-2y^3)v .$$
The proof is this computation inside an induction on $n$: `h2` and `h3` are the statements for the square and the cube, and the hypothesis itself is the case $n=0$. Without it the conclusion therefore already fails at $n=0$. The matrix is real but need not be symmetric.

```lean
/-- An eigenvector of the initial matrix remains an eigenvector of every McWeeny iterate, and
its eigenvalue follows the scalar McWeeny iteration. -/
theorem purified_mulVec {ι : Type*} [Fintype ι] [DecidableEq ι] (P : Matrix ι ι ℝ)
    (v : ι → ℝ) (x : ℝ) (h : P *ᵥ v = x • v) (n : ℕ) :
    purified P n *ᵥ v = purified x n • v := by
  induction n with
  | zero => exact h
  | succ n ih =>
    rw [purified_succ, purified_succ]
    generalize purified P n = Q at *
    generalize purified x n = y at *
    have h2 : (Q ^ 2) *ᵥ v = y ^ 2 • v := by
      rw [pow_two, ← Matrix.mulVec_mulVec, ih, Matrix.mulVec_smul, ih, smul_smul, pow_two]
    have h3 : (Q ^ 3) *ᵥ v = y ^ 3 • v := by
      rw [show Q ^ 3 = Q ^ 2 * Q from pow_succ Q 2, ← Matrix.mulVec_mulVec, ih,
        Matrix.mulVec_smul, h2, smul_smul]
      congr 1
      ring
    have e : 3 * Q ^ 2 - 2 * Q ^ 3 = Q ^ 2 + Q ^ 2 + Q ^ 2 - (Q ^ 3 + Q ^ 3) := by
      noncomm_ring
    rw [e]
    simp only [Matrix.sub_mulVec, Matrix.add_mulVec, h2, h3]
    module
```

Levels below one half need no separate analysis. Expanding gives
$$3(1-x)^2-2(1-x)^3=1-(3x^2-2x^3),$$
so two occupations that add up to one continue to do so. The next theorem states this for every real $d$. A level started at $\tfrac12-d_0$ therefore approaches 0 exactly as its mirror image approaches 1.

```lean
/-- Particle-hole symmetry: iterates started at `1/2 - d` and `1/2 + d` always add up to one. -/
theorem purified_mirror (d : ℝ) (n : ℕ) :
    purified (1 / 2 - d) n = 1 - purified (1 / 2 + d) n := by
  induction n with
  | zero =>
    change 1 / 2 - d = 1 - (1 / 2 + d)
    ring
  | succ n ih =>
    rw [purified_succ, purified_succ, ih]
    ring
```

## `0 < d` and `d < 1/2`: a partly filled level on the occupied side

The first inequality says that the level lies strictly on the occupied side of the chemical potential. The second says that its initial occupation is below 1, as it is when the Hamiltonian has been scaled so that the initial spectrum lies strictly between 0 and 1.

Both are used through the recursion for the distance. Inserting $x=\tfrac12+d$,
$$3\left(\tfrac14+d+d^2\right)-2\left(\tfrac18+\tfrac34d+\tfrac32d^2+d^3\right)=\tfrac12+\tfrac32d-2d^3,$$
so that $d_{n+1}=\tfrac32d_n-2d_n^3$.

```lean
/-- The signed distance from `1/2` obeys the recursion `d ↦ (3/2) d - 2 d³`. -/
theorem gap_succ (d : ℝ) (n : ℕ) :
    gap d (n + 1) = 3 / 2 * gap d n - 2 * gap d n ^ 3 := by
  unfold gap
  rw [purified_succ]
  ring

lemma gap_zero (d : ℝ) : gap d 0 = d := by
  change 1 / 2 + d - 1 / 2 = d
  ring
```

The interval $0<d<\tfrac12$ is mapped into itself. For the lower end, $d_{n+1}=d_n(\tfrac32-2d_n^2)$, and the bracket exceeds 1 because $d_n^2<\tfrac14$. For the upper end,
$$\tfrac12-d_{n+1}=\tfrac12-\tfrac32d_n+2d_n^3=\left(\tfrac12-d_n\right)^2(2+2d_n)>0 .$$
In `gap_mem` these two products are the terms handed to `nlinarith`. All later estimates of $d_n$ draw on this lemma. The hypothesis `0 < d` is also used directly later, when dividing by $d_0$ and taking logarithms.

```lean
lemma gap_mem {d : ℝ} (h0 : 0 < d) (h1 : d < 1 / 2) (n : ℕ) :
    0 < gap d n ∧ gap d n < 1 / 2 := by
  induction n with
  | zero => rw [gap_zero]; exact ⟨h0, h1⟩
  | succ n ih =>
    obtain ⟨a, b⟩ := ih
    rw [gap_succ]
    constructor
    · have hs : gap d n ^ 2 < 1 / 4 := by nlinarith
      nlinarith [mul_pos a (show 0 < 3 / 2 - 2 * gap d n ^ 2 by linarith)]
    · nlinarith [mul_pos (pow_pos (sub_pos.2 b) 2) (show 0 < 2 + 2 * gap d n by linarith)]
```

Since $d_n^3>0$, leaving out the cubic term can only increase the right-hand side. Thus $d_{n+1}\le\tfrac32d_n$, and by induction $d_n\le(\tfrac32)^nd_0$. No level can leave the neighbourhood of one half faster than this.

```lean
/-- After `n` steps the distance from `1/2` has grown by at most the factor `(3/2)^n`. -/
theorem gap_le {d : ℝ} (h0 : 0 < d) (h1 : d < 1 / 2) (n : ℕ) :
    gap d n ≤ (3 / 2) ^ n * d := by
  induction n with
  | zero => simp [gap_zero]
  | succ n ih =>
    have h3 := pow_pos (gap_mem h0 h1 n).1 3
    calc gap d (n + 1) ≤ 3 / 2 * gap d n := by rw [gap_succ]; linarith
      _ ≤ 3 / 2 * ((3 / 2) ^ n * d) := by linarith
      _ = (3 / 2) ^ (n + 1) * d := by ring
```

Each inequality excludes a real failure:

- With $d_0=0$ the level sits at the chemical potential. The recursion gives $d_n=0$ for all $n$, and the occupation stays at $\tfrac12$ for ever.
- With $d_0=1$ the initial occupation is $\tfrac32$, which is not a physical occupation but can arise from a badly scaled Hamiltonian, and one step gives $3\cdot\tfrac94-2\cdot\tfrac{27}8=0$. A level that should be filled has been emptied, and it stays empty.

The endpoint $d_0=\tfrac12$ itself is harmless, since an occupation of 1 is a fixed point.

## `gap d n ≤ 1/4`: a level that is still undecided

This condition marks the first phase, in which the occupation is at most $\tfrac34$. By hand it bounds the growth factor from below:
$$\frac{d_{n+1}}{d_n}=\tfrac32-2d_n^2\ge\tfrac32-\tfrac2{16}=\tfrac{11}8 .$$
The proof of `gap_growth` obtains `hs`, the bound on the square, and multiplies it by the positive distance. Without the condition the growth slows down, as it must below the ceiling $\tfrac12$: from $d_n=0.4$ one step leads to $0.472$, whereas $\tfrac{11}8\cdot0.4=0.55$.

```lean
/-- While the distance from `1/2` is at most `1/4`, each step enlarges it by a factor of at least
`11/8`. -/
theorem gap_growth {d : ℝ} (h0 : 0 < d) (h1 : d < 1 / 2) (n : ℕ) (h : gap d n ≤ 1 / 4) :
    11 / 8 * gap d n ≤ gap d (n + 1) := by
  have a := (gap_mem h0 h1 n).1
  have hs : gap d n ^ 2 ≤ 1 / 16 := by nlinarith
  rw [gap_succ]
  nlinarith [mul_nonneg a.le (sub_nonneg.2 hs)]
```

To count steps, one also needs to know that a level that has passed $\tfrac14$ does not fall back. It does not, because the growth factor is at least 1 whenever $d_n^2\le\tfrac14$. Hence, for every $n$, either $d_n\ge\tfrac14$ or $d_n\ge(\tfrac{11}8)^nd_0$. The lemma `gap_reach` proves this alternative by induction, with a case split on whether the current distance is below or above $\tfrac14$.

```lean
lemma gap_reach {d : ℝ} (h0 : 0 < d) (h1 : d < 1 / 2) (n : ℕ) :
    1 / 4 ≤ gap d n ∨ (11 / 8) ^ n * d ≤ gap d n := by
  induction n with
  | zero => right; simp [gap_zero]
  | succ n ih =>
    rcases le_total (gap d n) (1 / 4) with h | h
    · have hg := gap_growth h0 h1 n h
      rcases ih with h' | h'
      · left; linarith
      · right
        calc (11 / 8) ^ (n + 1) * d = 11 / 8 * ((11 / 8) ^ n * d) := by ring
          _ ≤ 11 / 8 * gap d n := by linarith
          _ ≤ gap d (n + 1) := hg
    · -- beyond 1/4 the distance does not decrease
      left
      obtain ⟨a, b⟩ := gap_mem h0 h1 n
      have hs : gap d n ^ 2 ≤ 1 / 4 := by nlinarith
      rw [gap_succ]
      nlinarith [mul_nonneg a.le (sub_nonneg.2 hs)]
```

## `1/4 ≤ gap d m`: the start of quadratic convergence

Now let $m$ be a step at which the occupation is at least $\tfrac34$, and put $e_n=1-x_n=\tfrac12-d_n$ for the occupation error. The factorisation above, with $2+2d_n=3-2e_n$, becomes
$$e_{n+1}=e_n^2(3-2e_n),\qquad 3e_{n+1}=(3e_n)^2-6e_n^3\le(3e_n)^2 .$$
The hypothesis provides the starting value $3e_m\le\tfrac34$. Squaring $k$ times gives
$$3e_{m+k}\le\left(\tfrac34\right)^{2^k}.$$
In `quadratic_phase` the statement `key` is this bound written with `gap`. The first line of its `calc` block is the inequality for $3e_{n+1}$, the second inserts the induction hypothesis, and the third doubles the exponent.

For $k=0$ the conclusion is equivalent to the hypothesis, so it fails for any smaller distance: $d_m=0.1$ gives $3e_m=1.2$.

```lean
/-- Once the distance from `1/2` is at least `1/4`, the occupation error after `k` further
steps is at most `(3/4)^(2^k) / 3`. -/
theorem quadratic_phase {d : ℝ} (h0 : 0 < d) (h1 : d < 1 / 2) (m : ℕ)
    (hm : 1 / 4 ≤ gap d m) (k : ℕ) :
    3 * (1 - purified (1 / 2 + d) (m + k)) ≤ (3 / 4) ^ (2 ^ k) := by
  have key : 3 * (1 / 2 - gap d (m + k)) ≤ (3 / 4) ^ (2 ^ k) := by
    induction k with
    | zero =>
      rw [add_zero, pow_zero, pow_one]
      linarith
    | succ k ih =>
      have b := sub_pos.2 (gap_mem h0 h1 (m + k)).2
      rw [← add_assoc, gap_succ]
      -- three times the new error is at most the square of three times the old one
      calc 3 * (1 / 2 - (3 / 2 * gap d (m + k) - 2 * gap d (m + k) ^ 3))
          ≤ (3 * (1 / 2 - gap d (m + k))) ^ 2 := by nlinarith [pow_pos b 3]
        _ ≤ ((3 / 4) ^ (2 ^ k)) ^ 2 := pow_le_pow_left₀ (by linarith) ih 2
        _ = (3 / 4) ^ (2 ^ (k + 1)) := by rw [← pow_mul, ← pow_succ]
  unfold gap at key
  linarith
```

The same argument by hand works with another threshold $c$ in place of $\tfrac14$, provided that $\tfrac16<c<\tfrac12$. Up to $c$ each step enlarges the distance by a factor of at least $\tfrac32-2c^2$, and from $c$ onwards $3e_{m+k}\le(\tfrac32-3c)^{2^k}$, where the base is less than 1 because $c>\tfrac16$. A smaller $c$ improves the guaranteed growth in the first phase and worsens the base in the second.

## Lower bounds on `m` and `2 ^ k`: enough iterations

The remaining hypotheses concern the length of the calculation. They come from taking logarithms of the power bounds: for $a>1$ and $b>0$, the inequality $b\le a^n$ is equivalent to $\log b/\log a\le n$. The direction is preserved because $\log a>0$.

```lean
lemma log_div_le_iff {a b : ℝ} (ha : 1 < a) (hb : 0 < b) (n : ℕ) :
    Real.log b / Real.log a ≤ n ↔ b ≤ a ^ n := by
  rw [div_le_iff₀ (Real.log_pos ha), ← Real.log_pow,
    Real.log_le_log_iff hb (pow_pos (by linarith) n)]
```

If $d_n\ge\tfrac14$, the upper bound on the growth gives $1/(4d_0)\le(\tfrac32)^n$, hence
$$n\ge\frac{\log(1/(4d_0))}{\log(3/2)} .$$
This is the first half of the next theorem, and it is a necessary condition. The second half is a sufficient one. If
$$m\ge\frac{\log(1/(4d_0))}{\log(11/8)},$$
then $(\tfrac{11}8)^md_0\ge\tfrac14$, so both branches of `gap_reach` yield $d_m\ge\tfrac14$, and `quadratic_phase` takes over for every $k$. When $d_0\ge\tfrac14$ already, the logarithm is not positive and $m=0$ is allowed.

With fewer steps than the first bound, the level is certain to be still within $\tfrac14$ of one half. Between the two bounds the theorem leaves the matter open. For $d_0=0.001$, at least 14 steps are necessary and 18 are sufficient.

```lean
/-- The distance from `1/2` needs at least `log(1/(4d))/log(3/2)` steps to reach `1/4`. After any `m
≥ log(1/(4d))/log(11/8)` steps it has done so, and `k` further steps bring the occupation error to
at most `(3/4)^(2^k) / 3`. -/
theorem gap_opening_then_convergence {d : ℝ} (h0 : 0 < d) (h1 : d < 1 / 2) :
    (∀ n : ℕ, 1 / 4 ≤ gap d n → Real.log (1 / (4 * d)) / Real.log (3 / 2) ≤ n) ∧
    (∀ m : ℕ, Real.log (1 / (4 * d)) / Real.log (11 / 8) ≤ m →
      1 / 4 ≤ gap d m ∧
      ∀ k : ℕ, 3 * (1 - purified (1 / 2 + d) (m + k)) ≤ (3 / 4) ^ (2 ^ k)) := by
  have hp : 0 < 1 / (4 * d) := by positivity
  constructor
  · intro n hn
    rw [log_div_le_iff (by norm_num) hp, div_le_iff₀ (by positivity)]
    linarith [gap_le h0 h1 n]
  · intro m hm
    rw [log_div_le_iff (by norm_num) hp, div_le_iff₀ (by positivity)] at hm
    have hq : 1 / 4 ≤ gap d m := by
      rcases gap_reach h0 h1 m with h | h
      · exact h
      · linarith
    exact ⟨hq, quadratic_phase h0 h1 m hq⟩
```

The last theorem adds a tolerance $\varepsilon>0$ for the occupation error. The bound $(\tfrac34)^{2^k}/3$ is at most $\varepsilon$ exactly when $1/(3\varepsilon)\le(\tfrac43)^{2^k}$, that is, when
$$2^k\ge\frac{\log(1/(3\varepsilon))}{\log(4/3)} .$$
The proof turns `hk` back into the power inequality and multiplies it by $(\tfrac34)^{2^k}$, using `hAB`, which says that the two powers have product 1.

The number $k$ of additional steps thus grows only like the logarithm of a logarithm of $1/\varepsilon$. For $\varepsilon=10^{-10}$, $k=7$ is enough, and together with the 18 steps above this makes 25. The condition `0 < ε` is needed because `gap_mem` keeps every $x_n$ strictly below 1, so an error of zero is never reached.

For a symmetric initial matrix whose eigenvalues all lie strictly between 0 and 1, with none equal to $\tfrac12$, the condition on $m$ is most demanding for the level closest to one half. A step count chosen for that level therefore serves all the others on the occupied side, and by the mirror symmetry also the empty levels at the same or a greater distance.

```lean
/-- An occupation error of at most `ε` is guaranteed after `m + k` steps, where `m` is at least
`log(1/(4d))/log(11/8)` and `2^k` is at least `log(1/(3ε))/log(4/3)`. -/
theorem steps_for_tolerance {d ε : ℝ} (h0 : 0 < d) (h1 : d < 1 / 2) (hε : 0 < ε) (m k : ℕ)
    (hm : Real.log (1 / (4 * d)) / Real.log (11 / 8) ≤ m)
    (hk : Real.log (1 / (3 * ε)) / Real.log (4 / 3) ≤ 2 ^ k) :
    1 - purified (1 / 2 + d) (m + k) ≤ ε := by
  have hc := ((gap_opening_then_convergence h0 h1).2 m hm).2 k
  have hk' : Real.log (1 / (3 * ε)) / Real.log (4 / 3) ≤ ((2 ^ k : ℕ) : ℝ) := by
    push_cast
    exact hk
  rw [log_div_le_iff (by norm_num) (by positivity), div_le_iff₀ (by positivity)] at hk'
  have hA : (0 : ℝ) < (3 / 4) ^ (2 ^ k) := by positivity
  have hAB : (3 / 4 : ℝ) ^ (2 ^ k) * (4 / 3) ^ (2 ^ k) = 1 := by
    rw [← mul_pow, show (3 / 4 : ℝ) * (4 / 3) = 1 by norm_num, one_pow]
  have hmul := mul_le_mul_of_nonneg_left hk' hA.le
  rw [mul_one, ← mul_assoc, hAB, one_mul] at hmul
  linarith

end

end McWeenyGapOpening
```

```lean
#print axioms McWeenyGapOpening.purified_mulVec
#print axioms McWeenyGapOpening.purified_mirror
#print axioms McWeenyGapOpening.gap_opening_then_convergence
#print axioms McWeenyGapOpening.steps_for_tolerance
```

```
'McWeenyGapOpening.purified_mulVec' depends on axioms: [propext, Classical.choice, Quot.sound]
'McWeenyGapOpening.purified_mirror' depends on axioms: [propext, Classical.choice, Quot.sound]
'McWeenyGapOpening.gap_opening_then_convergence' depends on axioms: [propext, Classical.choice, Quot.sound]
'McWeenyGapOpening.steps_for_tolerance' depends on axioms: [propext, Classical.choice, Quot.sound]
```
